# For positive mass, the mass-term integrand 2m²/(m² + xyQ²) is integrable over the triangle of Feynman parameters

The Feynman parameters x and y range over the triangle x ≥ 0, y ≥ 0, x + y ≤ 1. The theorem `integrableOn_massTerm` says that for real Q and m > 0 the integrand of the mass term, 2m²/(m² + xyQ²), is integrable over this triangle. It asserts integrability only and doesn't compute the integral. The proof means to use that a function continuous on a compact set is integrable there: the triangle has already been shown compact, and the quotient is continuous because its denominator is positive on the triangle.

As first written in Lean, the proof fails:

```lean
import Mathlib

open MeasureTheory Filter Set
open scoped Topology

namespace IntegrableOnMassTerm

noncomputable section

/-- The triangle of Feynman parameters `x, y ≥ 0`, `x + y ≤ 1`. -/
def feynmanTriangle : Set (ℝ × ℝ) := {p | 0 ≤ p.1 ∧ 0 ≤ p.2 ∧ p.1 + p.2 ≤ 1}

/-- The Feynman triangle is compact. -/
theorem isCompact_feynmanTriangle : IsCompact feynmanTriangle := by
  have hc : IsClosed feynmanTriangle :=
    (isClosed_le continuous_const continuous_fst).inter
      ((isClosed_le continuous_const continuous_snd).inter
        (isClosed_le (continuous_fst.add continuous_snd) continuous_const))
  refine IsCompact.of_isClosed_subset
    ((isCompact_Icc (a := (0 : ℝ)) (b := 1)).prod (isCompact_Icc (a := (0 : ℝ)) (b := 1))) hc ?_
  rintro p ⟨h1, h2, h3⟩
  exact ⟨⟨h1, by linarith⟩, ⟨h2, by linarith⟩⟩

/-- For `m > 0` the integrand of the mass term is integrable over the Feynman triangle. -/
theorem integrableOn_massTerm (Q : ℝ) {m : ℝ} (hm : 0 < m) :
    IntegrableOn (fun p : ℝ × ℝ => 2 * m ^ 2 / (m ^ 2 + p.1 * p.2 * Q ^ 2))
      feynmanTriangle := by
  refine ContinuousOn.integrableOn_compact ?_ isCompact_feynmanTriangle
  refine ContinuousOn.div continuousOn_const (Continuous.continuousOn (by fun_prop)) ?_
  rintro p ⟨h1, h2, _⟩
  positivity

end

end IntegrableOnMassTerm
```

The error:

```
Main.lean:28:46: error: Application type mismatch: The argument
  isCompact_feynmanTriangle
has type
  IsCompact feynmanTriangle
but is expected to have type
  ContinuousOn (fun p => 2 * m ^ 2 / (m ^ 2 + p.1 * p.2 * Q ^ 2)) feynmanTriangle
in the application
  ContinuousOn.integrableOn_compact ?m.119 isCompact_feynmanTriangle
Main.lean:29:74: error: `fun_prop` was unable to prove `Continuous[?m.138, ?m.139] ?m.140`

Issues:
```

Fix (accepted with no message):

```diff
@@ -26,5 +26,5 @@
     IntegrableOn (fun p : ℝ × ℝ => 2 * m ^ 2 / (m ^ 2 + p.1 * p.2 * Q ^ 2))
       feynmanTriangle := by
-  refine ContinuousOn.integrableOn_compact ?_ isCompact_feynmanTriangle
+  refine ContinuousOn.integrableOn_compact isCompact_feynmanTriangle ?_
   refine ContinuousOn.div continuousOn_const (Continuous.continuousOn (by fun_prop)) ?_
   rintro p ⟨h1, h2, _⟩
```

What went wrong. The first message says that `isCompact_feynmanTriangle` stands where a proof of continuity is expected. `ContinuousOn.integrableOn_compact` takes the compactness of the set first and the continuity of the function second, and the attempt gives them the other way round.

The second message follows from the first. With the arguments swapped, the hole `?_` stands in the place for compactness, so the goal it leaves is not a continuity statement, and `ContinuousOn.div` on the next line does not fit it. Nothing then settles which function `fun_prop` is to prove continuous, which is why the message shows only placeholders such as `?m.140`.

The repair swaps the two arguments. The compactness proof now has the type the lemma asks for, and `?_` becomes the goal that the integrand is continuous on the triangle. `ContinuousOn.div` fits that goal, and `fun_prop` gets a definite function, the denominator m² + xyQ², so the rest of the proof goes through unchanged.
